# The Rayleigh quotient of an embedded state for a finite Hermitian Hamiltonian

The slope \(S'(e)\) of an embedding potential can be defined by a matrix formula or as a derivative with respect to energy. Here it is the derivative, taken entry by entry along the real energy axis, so the matrix formula has to be proved.

## A surface coupled to a finite substrate

Let \(A\) be the Hamiltonian of a surface region, \(K\) that of the substrate and \(V\) the coupling, in an orthonormal basis:

\[
H=\begin{pmatrix}A&V\\V^\dagger&K\end{pmatrix},\qquad A^\dagger=A,\quad K^\dagger=K .
\]

For a real trial energy \(e\) that is not an eigenvalue of \(K\), define

\[
G(e)=(e-K)^{-1},\qquad S(e)=V\,G(e)\,V^\dagger .
\]

A surface amplitude \(f\neq0\) extends into the substrate as \(c=G(e)V^\dagger f\). In electronic structure, this lets one estimate a one-electron energy of the whole finite system from quantities acting on the surface region alone.

## The norm, the quotient and the bound

The claims are \(\|c\|^2=-\langle f,S'(e)f\rangle\) and, with \(E_0\) the lowest eigenvalue of \(H\) and \(R\) the Rayleigh quotient of \((f,c)\),

\[
R=\frac{\langle f,(A+S-eS')f\rangle}{\langle f,(1-S')f\rangle}\ \ge\ E_0 .
\]

In Lean, the index types `m` and `n` label surface and substrate orbitals, `fromBlocks A V Vᴴ K` is \(H\), and `Sum.elim f (tail V K e f)` is \((f,c)\). `embed` and `embedSlope` are \(S\) and \(S'\). The product `star u ⬝ᵥ v` is \(\langle u,v\rangle\), conjugate-linear in \(u\). `OffSpectrum K e` says that \(Kw=ew\) forces \(w=0\). `IsGroundEnergy` says that \(E_0\) is the least real eigenvalue; such a number exists for every Hermitian matrix of nonzero size. `rayleigh` and `embeddedEnergy` take real parts, which changes nothing for Hermitian blocks.

A semi-infinite crystal, with its continuous spectrum, is not covered. The variational principle here is the lower bound on \(R\), not a stationarity condition.

## From the resolvent to the energy

For \(t\) near \(e\),

\[
G(t)-G(e)=G(t)\big[(e-K)-(t-K)\big]G(e)=(e-t)\,G(t)G(e).
\]

Dividing by \(t-e\) and letting \(t\to e\) gives \(G'=-G^2\), hence \(S'=-VG^2V^\dagger\). Since \(e\) is real and \(K\) Hermitian, \(G^\dagger=G\), and

\[
\|c\|^2=\langle V^\dagger f,G^2V^\dagger f\rangle=-\langle f,S'f\rangle .
\]

Next, \(Vc=Sf\), and \((e-K)c=V^\dagger f\) gives \(V^\dagger f+Kc=ec\). Therefore

\[
H\begin{pmatrix}f\\c\end{pmatrix}=\begin{pmatrix}(A+S)f\\ec\end{pmatrix}.
\]

The numerator of \(R\) is \(\langle f,(A+S)f\rangle+e\|c\|^2\), and the denominator is \(\|f\|^2+\|c\|^2>0\). Inserting the norm formula gives the stated quotient.

For the bound, \(H-E_0\) has eigenvalues \(\lambda_j\ge0\). If \(u=(f,c)\) has components \(u_j\) in its orthonormal eigenbasis, then \(\langle u,(H-E_0)u\rangle=\sum_j\lambda_j|u_j|^2\ge0\).

Finally, \(A+S-eS'=(A+S-e)+e(1-S')\), so

\[
R-e=\frac{\langle f,(A+S-e)f\rangle}{\langle f,(1-S')f\rangle}.
\]

If \((A+S(e))f=ef\), this vanishes and \((f,c)\) is an exact eigenvector of \(H\) at energy \(e\).

## One orbital on each side

With numbers \(a,v,k\) for \(A,V,K\) and \(e\neq k\), we have \(S=|v|^2/(e-k)\) and

\[
R=\frac{a(e-k)^2+|v|^2(2e-k)}{(e-k)^2+|v|^2}.
\]

The condition \(a+S(e)=e\) becomes the two-level secular equation \((e-a)(e-k)=|v|^2\). For \(v=0\) the extension vanishes and \(R=a\).

## Updating the trial energy in a calculation

A code can obtain \(c\) by solving \((e-K)c=V^\dagger f\), without forming the inverse. At fixed \(f\), replacing \(e\) by \(R\) is one Newton step for \(\langle f,(A+S(e)-e)f\rangle=0\). The theorems concern a single \(e\) and \(f\); convergence of the iteration is a separate question.

## The Lean file

```lean
import Mathlib

open Matrix Filter Topology
open scoped ComplexOrder

namespace EmbeddingVariational

noncomputable section

variable {m n p : Type*} [Fintype m] [DecidableEq m] [Fintype n] [DecidableEq n]
  [Fintype p] [DecidableEq p]

/-- The real energy `e` is not an eigenvalue of the Hamiltonian `K`. -/
def OffSpectrum (K : Matrix n n ℂ) (e : ℝ) : Prop :=
  ∀ w : n → ℂ, K *ᵥ w = (e : ℂ) • w → w = 0

/-- Green function `(e - K)⁻¹` of the substrate, for `e` not an eigenvalue of `K`. -/
def green (K : Matrix n n ℂ) (e : ℝ) : Matrix n n ℂ :=
  ((e : ℂ) • (1 : Matrix n n ℂ) - K)⁻¹

/-- Embedding potential `S(e) = V (e - K)⁻¹ V†`, for `e` not an eigenvalue of `K`. -/
def embed (V : Matrix m n ℂ) (K : Matrix n n ℂ) (e : ℝ) : Matrix m m ℂ :=
  V * green K e * Vᴴ

/-- Energy derivative `S'(e)` of the embedding potential, entry by entry,
for `e` not an eigenvalue of `K`. -/
def embedSlope (V : Matrix m n ℂ) (K : Matrix n n ℂ) (e : ℝ) : Matrix m m ℂ :=
  Matrix.of fun i j => deriv (fun t : ℝ => embed V K t i j) e

/-- Extension `c = (e - K)⁻¹ V† f` of a surface amplitude `f` into the substrate,
for `e` not an eigenvalue of `K`. -/
def tail (V : Matrix m n ℂ) (K : Matrix n n ℂ) (e : ℝ) (f : m → ℂ) : n → ℂ :=
  green K e *ᵥ (Vᴴ *ᵥ f)

/-- Rayleigh quotient (real part of `⟨u, H u⟩` over `⟨u, u⟩`) of a nonzero vector `u`. -/
def rayleigh (H : Matrix p p ℂ) (u : p → ℂ) : ℝ :=
  (star u ⬝ᵥ H *ᵥ u).re / (star u ⬝ᵥ u).re

/-- The embedded energy `⟨f, (A + S - e S') f⟩ / ⟨f, (1 - S') f⟩` (real parts), for `f` nonzero,
`K` Hermitian and `e` not an eigenvalue of `K`. -/
def embeddedEnergy (A : Matrix m m ℂ) (V : Matrix m n ℂ) (K : Matrix n n ℂ) (e : ℝ)
    (f : m → ℂ) : ℝ :=
  (star f ⬝ᵥ (A + embed V K e - (e : ℂ) • embedSlope V K e) *ᵥ f).re /
    (star f ⬝ᵥ (1 - embedSlope V K e) *ᵥ f).re

/-- `E₀` is the lowest real eigenvalue of `H`. -/
def IsGroundEnergy (H : Matrix p p ℂ) (E₀ : ℝ) : Prop :=
  IsLeast {μ : ℝ | ∃ u : p → ℂ, u ≠ 0 ∧ H *ᵥ u = (μ : ℂ) • u} E₀

variable {A : Matrix m m ℂ} {V : Matrix m n ℂ} {K : Matrix n n ℂ} {e : ℝ} {f : m → ℂ}

lemma det_ne (he : OffSpectrum K e) : ((e : ℂ) • (1 : Matrix n n ℂ) - K).det ≠ 0 := by
  intro h
  obtain ⟨w, hw, h0⟩ := Matrix.exists_mulVec_eq_zero_iff.mpr h
  rw [Matrix.sub_mulVec, Matrix.smul_mulVec, Matrix.one_mulVec] at h0
  exact hw (he w (sub_eq_zero.mp h0).symm)

omit [DecidableEq p] in
lemma norm_pos {u : p → ℂ} (hu : u ≠ 0) : 0 < (star u ⬝ᵥ u).re := by
  have h : (star u ⬝ᵥ u).re = ∑ i, Complex.normSq (u i) := by
    simp [dotProduct, Complex.normSq_apply]
  obtain ⟨i, hi⟩ := Function.ne_iff.mp hu
  rw [h]
  exact Finset.sum_pos' (fun j _ => Complex.normSq_nonneg _)
    ⟨i, Finset.mem_univ i, Complex.normSq_pos.mpr hi⟩

omit [DecidableEq m] [DecidableEq n] in
lemma dot_elim (f a : m → ℂ) (c b : n → ℂ) :
    star (Sum.elim f c) ⬝ᵥ Sum.elim a b = star f ⬝ᵥ a + star c ⬝ᵥ b := by
  simp [dotProduct, Fintype.sum_sum_type]

/-- Resolvent identity `G(t) - G(e) = (e - t) G(t) G(e)` at two energies where both
inverses exist. -/
theorem green_sub {t : ℝ} (ht : ((t : ℂ) • (1 : Matrix n n ℂ) - K).det ≠ 0)
    (he : ((e : ℂ) • (1 : Matrix n n ℂ) - K).det ≠ 0) :
    green K t - green K e = ((e : ℂ) - t) • (green K t * green K e) := by
  have key : ∀ X B C Y : Matrix n n ℂ, X * B = 1 → C * Y = 1 →
      X - Y = X * (C - B) * Y := by
    intro X B C Y h1 h2
    calc X - Y = X * (C * Y) - X * B * Y := by rw [h1, h2, mul_one, one_mul]
      _ = X * (C - B) * Y := by noncomm_ring
  have h := key (green K t) _ _ (green K e)
    (Matrix.nonsing_inv_mul _ (isUnit_iff_ne_zero.mpr ht))
    (Matrix.mul_nonsing_inv _ (isUnit_iff_ne_zero.mpr he))
  have hd : ((e : ℂ) • (1 : Matrix n n ℂ) - K) - ((t : ℂ) • (1 : Matrix n n ℂ) - K)
      = ((e : ℂ) - t) • (1 : Matrix n n ℂ) := by module
  rw [h, hd, Matrix.mul_smul, mul_one, Matrix.smul_mul]

omit [Fintype m] [DecidableEq m] in
/-- Each entry of the embedding potential is differentiable in the energy, with derivative
the entry of `-V G(e)² V†`. -/
theorem embed_hasDerivAt (V : Matrix m n ℂ) (he : OffSpectrum K e) (i j : m) :
    HasDerivAt (fun t : ℝ => embed V K t i j)
      ((-(V * (green K e * green K e) * Vᴴ)) i j) e := by
  have hd := det_ne he
  have hA : Continuous fun t : ℝ => (t : ℂ) • (1 : Matrix n n ℂ) - K :=
    (Complex.continuous_ofReal.smul continuous_const).sub continuous_const
  -- the Green function is continuous at `e`
  have hG : ContinuousAt (fun t : ℝ => green K t) e := by
    simp only [green, Matrix.inv_def, Ring.inverse_eq_inv']
    exact (hA.matrix_det.continuousAt.inv₀ hd).smul hA.matrix_adjugate.continuousAt
  have hc : Continuous fun M : Matrix n n ℂ => (-(V * (M * green K e) * Vᴴ)) i j :=
    Continuous.matrix_elem (((continuous_const.matrix_mul
      (continuous_id.matrix_mul continuous_const)).matrix_mul continuous_const).neg) i j
  rw [hasDerivAt_iff_tendsto_slope]
  refine (((hc.tendsto (green K e)).comp hG).mono_left nhdsWithin_le_nhds).congr' ?_
  filter_upwards [(hA.matrix_det.continuousAt.eventually_ne hd).filter_mono nhdsWithin_le_nhds,
    self_mem_nhdsWithin] with t ht hte
  -- the difference quotient follows from the resolvent identity
  have hM : embed V K t - embed V K e
      = ((e : ℂ) - t) • (V * (green K t * green K e) * Vᴴ) := by
    unfold embed
    rw [← Matrix.sub_mul, ← Matrix.mul_sub, green_sub ht hd, Matrix.mul_smul, Matrix.smul_mul]
  have hij : embed V K t i j - embed V K e i j
      = ((e : ℂ) - t) * (V * (green K t * green K e) * Vᴴ) i j :=
    congrFun (congrFun hM i) j
  have hne : (t : ℂ) - e ≠ 0 := sub_ne_zero.mpr (fun h => hte (Complex.ofReal_injective h))
  simp only [Function.comp_apply, slope_def_module]
  rw [hij, Matrix.neg_apply, Complex.real_smul, Complex.ofReal_inv, Complex.ofReal_sub,
    ← neg_sub (t : ℂ) e, neg_mul, mul_neg, inv_mul_cancel_left₀ hne]

omit [DecidableEq m] in
/-- The squared norm of the substrate extension is `-⟨f, S'(e) f⟩`. -/
theorem tail_norm_sq (hK : K.IsHermitian) (he : OffSpectrum K e) (f : m → ℂ) :
    star (tail V K e f) ⬝ᵥ tail V K e f = -(star f ⬝ᵥ embedSlope V K e *ᵥ f) := by
  have hS : embedSlope V K e = -(V * (green K e * green K e) * Vᴴ) := by
    ext i j
    exact (embed_hasDerivAt V he i j).deriv
  have hG : (green K e)ᴴ = green K e := by
    rw [green, Matrix.conjTranspose_nonsing_inv, Matrix.conjTranspose_sub,
      Matrix.conjTranspose_smul, Matrix.conjTranspose_one, hK.eq, Complex.star_def,
      Complex.conj_ofReal]
  rw [hS, Matrix.neg_mulVec, dotProduct_neg, neg_neg, tail, Matrix.star_mulVec,
    Matrix.star_mulVec, hG, Matrix.conjTranspose_conjTranspose]
  simp only [← Matrix.dotProduct_mulVec, Matrix.mulVec_mulVec, Matrix.mul_assoc]

omit [DecidableEq m] in
/-- The full Hamiltonian maps `(f, c)` to `((A + S(e)) f, e c)`. -/
theorem full_action (A : Matrix m m ℂ) (V : Matrix m n ℂ) (he : OffSpectrum K e) (f : m → ℂ) :
    fromBlocks A V Vᴴ K *ᵥ Sum.elim f (tail V K e f)
      = Sum.elim ((A + embed V K e) *ᵥ f) ((e : ℂ) • tail V K e f) := by
  have h1 : ((e : ℂ) • (1 : Matrix n n ℂ) - K) *ᵥ tail V K e f = Vᴴ *ᵥ f := by
    rw [tail, Matrix.mulVec_mulVec, green,
      Matrix.mul_nonsing_inv _ (isUnit_iff_ne_zero.mpr (det_ne he)), Matrix.one_mulVec]
  rw [Matrix.sub_mulVec, Matrix.smul_mulVec, Matrix.one_mulVec] at h1
  have h2 : V *ᵥ tail V K e f = embed V K e *ᵥ f := by
    simp only [tail, embed, Matrix.mulVec_mulVec, Matrix.mul_assoc]
  rw [Matrix.fromBlocks_mulVec, Sum.elim_comp_inl, Sum.elim_comp_inr, h2, ← h1,
    sub_add_cancel, Matrix.add_mulVec]

/-- The squared norm of `(f, c)` is `⟨f, (1 - S'(e)) f⟩`. -/
theorem full_norm_sq (hK : K.IsHermitian) (he : OffSpectrum K e) (f : m → ℂ) :
    star (Sum.elim f (tail V K e f)) ⬝ᵥ Sum.elim f (tail V K e f)
      = star f ⬝ᵥ (1 - embedSlope V K e) *ᵥ f := by
  rw [dot_elim, tail_norm_sq hK he, Matrix.sub_mulVec, Matrix.one_mulVec, dotProduct_sub,
    sub_eq_add_neg]

omit [Fintype m] [DecidableEq m] [Fintype n] [DecidableEq n] in
lemma elim_ne (hf : f ≠ 0) (c : n → ℂ) : Sum.elim f c ≠ 0 :=
  fun h => hf (funext fun i => congrFun h (Sum.inl i))

/-- The Rayleigh quotient of a nonzero vector is at least the lowest eigenvalue of a
Hermitian Hamiltonian. -/
theorem ground_le_rayleigh {H : Matrix p p ℂ} (hH : H.IsHermitian) {E₀ : ℝ}
    (hE : IsGroundEnergy H E₀) {u : p → ℂ} (hu : u ≠ 0) : E₀ ≤ rayleigh H u := by
  have hB : (H - (E₀ : ℂ) • (1 : Matrix p p ℂ)).IsHermitian := by
    rw [Matrix.IsHermitian, Matrix.conjTranspose_sub, Matrix.conjTranspose_smul,
      Matrix.conjTranspose_one, hH.eq, Complex.star_def, Complex.conj_ofReal]
  -- every eigenvalue of `H - E₀` is nonnegative
  have hpos : (H - (E₀ : ℂ) • (1 : Matrix p p ℂ)).PosSemidef := by
    refine hB.posSemidef_iff_eigenvalues_nonneg.mpr (fun j => ?_)
    have hv := hB.mulVec_eigenvectorBasis j
    rw [Matrix.sub_mulVec, Matrix.smul_mulVec, Matrix.one_mulVec] at hv
    have hmem : E₀ ≤ hB.eigenvalues j + E₀ := by
      refine hE.2 ⟨(hB.eigenvectorBasis j).ofLp, fun h => ?_, ?_⟩
      · apply hB.eigenvectorBasis.orthonormal.ne_zero j
        ext k
        exact congrFun h k
      · refine (sub_eq_iff_eq_add.mp hv).trans ?_
        ext k
        simp [add_mul]
    change 0 ≤ hB.eigenvalues j
    linarith
  have h := hpos.dotProduct_mulVec_nonneg u
  rw [Matrix.sub_mulVec, Matrix.smul_mulVec, Matrix.one_mulVec, dotProduct_sub,
    dotProduct_smul, smul_eq_mul] at h
  have h' := (Complex.le_def.mp h).1
  rw [Complex.zero_re, Complex.sub_re, Complex.re_ofReal_mul] at h'
  rw [rayleigh, le_div_iff₀ (norm_pos hu)]
  linarith

/-- The real part of `⟨f, (1 - S') f⟩` is positive, the Rayleigh quotient of `(f, c)` is the
embedded energy, and this is at least the lowest eigenvalue of the full `H`. -/
theorem embedding_variational_principle (hA : A.IsHermitian) (hK : K.IsHermitian)
    (he : OffSpectrum K e) (hf : f ≠ 0) {E₀ : ℝ}
    (hE : IsGroundEnergy (fromBlocks A V Vᴴ K) E₀) :
    0 < (star f ⬝ᵥ (1 - embedSlope V K e) *ᵥ f).re ∧
    rayleigh (fromBlocks A V Vᴴ K) (Sum.elim f (tail V K e f)) = embeddedEnergy A V K e f ∧
    E₀ ≤ embeddedEnergy A V K e f := by
  have hu := elim_ne hf (tail V K e f)
  have hq : rayleigh (fromBlocks A V Vᴴ K) (Sum.elim f (tail V K e f))
      = embeddedEnergy A V K e f := by
    rw [rayleigh, embeddedEnergy, full_norm_sq hK he, full_action A V he, dot_elim,
      dotProduct_smul, tail_norm_sq hK he, Matrix.sub_mulVec (A + embed V K e),
      Matrix.smul_mulVec,
      dotProduct_sub, dotProduct_smul, smul_neg, ← sub_eq_add_neg]
  refine ⟨?_, hq, hq ▸ ground_le_rayleigh (hA.fromBlocks rfl hK) hE hu⟩
  rw [← full_norm_sq hK he]
  exact norm_pos hu

/-- The embedded energy differs from the trial energy `e` by
`⟨f, (A + S(e) - e) f⟩ / ⟨f, (1 - S'(e)) f⟩` (real parts). -/
theorem energy_correction (A : Matrix m m ℂ) (hK : K.IsHermitian) (he : OffSpectrum K e)
    (hf : f ≠ 0) :
    embeddedEnergy A V K e f - e
      = (star f ⬝ᵥ (A + embed V K e - (e : ℂ) • (1 : Matrix m m ℂ)) *ᵥ f).re /
        (star f ⬝ᵥ (1 - embedSlope V K e) *ᵥ f).re := by
  have hD : 0 < (star f ⬝ᵥ (1 - embedSlope V K e) *ᵥ f).re := by
    rw [← full_norm_sq hK he]
    exact norm_pos (elim_ne hf _)
  have hM : A + embed V K e - (e : ℂ) • embedSlope V K e
      = (A + embed V K e - (e : ℂ) • (1 : Matrix m m ℂ))
        + (e : ℂ) • (1 - embedSlope V K e) := by module
  rw [embeddedEnergy, hM, Matrix.add_mulVec, Matrix.smul_mulVec, dotProduct_add,
    dotProduct_smul, smul_eq_mul, Complex.add_re, Complex.re_ofReal_mul, add_div,
    mul_div_cancel_right₀ _ hD.ne', add_sub_cancel_right]

/-- If `(A + S(e)) f = e f` with `f` nonzero, then `(f, c)` satisfies the full eigenvalue
equation at energy `e`, and the embedded energy equals `e`. -/
theorem self_consistent (hK : K.IsHermitian) (he : OffSpectrum K e) (hf : f ≠ 0)
    (h : (A + embed V K e) *ᵥ f = (e : ℂ) • f) :
    fromBlocks A V Vᴴ K *ᵥ Sum.elim f (tail V K e f)
      = (e : ℂ) • Sum.elim f (tail V K e f) ∧ embeddedEnergy A V K e f = e := by
  constructor
  · rw [full_action A V he, h]
    ext (i | i) <;> rfl
  · have hc := energy_correction (V := V) A hK he hf
    rw [Matrix.sub_mulVec, h, Matrix.smul_mulVec, Matrix.one_mulVec, sub_self,
      dotProduct_zero, Complex.zero_re, zero_div] at hc
    exact sub_eq_zero.mp hc

end

end EmbeddingVariational
```

```lean
#print axioms EmbeddingVariational.ground_le_rayleigh
-- 'EmbeddingVariational.ground_le_rayleigh' depends on axioms: [propext, Classical.choice, Quot.sound]
#print axioms EmbeddingVariational.embedding_variational_principle
-- 'EmbeddingVariational.embedding_variational_principle' depends on axioms: [propext, Classical.choice, Quot.sound]
#print axioms EmbeddingVariational.self_consistent
-- 'EmbeddingVariational.self_consistent' depends on axioms: [propext, Classical.choice, Quot.sound]
```

## How the proof follows the derivation

`det_ne` turns `OffSpectrum` into invertibility of \(e-K\), and `green_sub` is the resolvent identity. In `embed_hasDerivAt`, the determinant and adjugate show that \(G\) is continuous at \(e\). The determinant stays nonzero nearby, so `filter_upwards` can replace the difference quotient by an entry of \(-VG(t)G(e)V^\dagger\), whose limit is known.

`tail_norm_sq` combines this derivative with \(G^\dagger=G\). `full_action` computes \(H(f,c)\), while `dot_elim` splits inner products into surface and substrate parts, which gives `full_norm_sq`. `elim_ne` and `norm_pos` make the denominator positive.

In `ground_le_rayleigh`, adding \(E_0\) to an eigenvalue of \(H-E_0\) gives an eigenvalue of \(H\), so minimality (`hE.2`) makes the shifted matrix positive semidefinite. `embedding_variational_principle` rewrites the quotient with these identities and applies the bound.

`energy_correction` splits the numerator as above, with `module` checking the matrix identity. `self_consistent` then uses `full_action` for the eigenvector and the zero correction for the energy.
